# Origin shifts sort plane reflections and glides into pm, pg and cm

When a two-dimensional crystal has a single reflection direction, its symmetry operations are found with respect to some origin, and one has to decide which differences between them are real and which come only from where the origin was put. The choice made here is to keep the lattice basis fixed and to identify two operations with the same linear part when a shift of origin, together with a lattice translation, carries one into the other. Lengths and angles do not enter. Positions are written in lattice coordinates, so the lattice is $\mathbb Z^2$ and the linear part of a symmetry operation is an integer matrix.

```lean
import Mathlib

open Matrix

namespace PlaneReflectionClasses

noncomputable section
```

## Operations in lattice coordinates

An operation $(R,t)$ sends a point $x$ to

$$x \mapsto Rx + t,$$

with $R$ an integer $2\times2$ matrix and $t$ a real vector. This is the operation that crystallographers write as the Seitz symbol $\{R\,|\,t\}$. In Lean, points and translation parts have type `Fin 2 → ℝ`, so components are numbered 0 and 1, and the same numbering is used in the formulas below. The matrix has integer entries by its type, and `R.map` turns them into real numbers before it acts on $x$.

```lean
/-- The plane operation (R,t), which sends x to Rx + t in lattice coordinates. -/
def seitz (R : Matrix (Fin 2) (Fin 2) ℤ) (t x : Fin 2 → ℝ) : Fin 2 → ℝ :=
  R.map (Int.cast : ℤ → ℝ) *ᵥ x + t
```

A lattice translation is a vector $n\in\mathbb Z^2$ read as a real vector.

```lean
/-- An integer vector regarded as a translation of the real plane. -/
def latticeVec (n : Fin 2 → ℤ) : Fin 2 → ℝ := fun i => (n i : ℝ)
```

The square of a reflection or glide has the identity as its linear part, so it is a pure translation. If the operation is a symmetry of the crystal, so is its square, and that translation must belong to the lattice. This is the physical content of the condition imposed on $t$. Written out,

$$R(Rx+t)+t = R^2x + Rt + t = x + n \quad\text{for all } x,$$

which amounts to $R^2=1$ and $Rt+t=n$ for some integer vector $n$.

```lean
/-- The operation (R,t), applied twice, is a lattice translation. -/
def SquaresToLattice (R : Matrix (Fin 2) (Fin 2) ℤ) (t : Fin 2 → ℝ) : Prop :=
  ∃ n : Fin 2 → ℤ, ∀ x, seitz R t (seitz R t x) = x + latticeVec n
```

Now conjugate $(R,t)$ with the translation by $s$. The result sends $x$ to

$$R(x-s)+t+s = Rx + \bigl(t + s - Rs\bigr).$$

Two translation parts $t$ and $t'$ are called equivalent when, for some real $s$ and integer $n$,

$$t + s - Rs = t' + n .$$

The sign of $s$ needs attention: the new coordinates are $x+s$, so the new origin lies at the old point $-s$. Crystallographic tables usually quote the position of the new origin, which is the negative of this $s$.

```lean
/-- For some real vector s, moving the origin to -s turns (R,t) into (R,t') followed by a lattice
translation. -/
def OriginEquiv (R : Matrix (Fin 2) (Fin 2) ℤ) (t t' : Fin 2 → ℝ) : Prop :=
  ∃ (s : Fin 2 → ℝ) (n : Fin 2 → ℤ),
    ∀ x, seitz R t (x - s) + s = seitz R t' x + latticeVec n
```

## The two reflections

The first linear part is $\mathrm{diag}(1,-1)$. It leaves the first coordinate alone and reverses the second. It preserves lengths when the basis vectors are perpendicular, which is the primitive rectangular lattice. The matrix is named `mirrorP`, but it is the linear part of glides as well as of mirrors.

```lean
/-- The reflection diag(1,-1), in a basis along and across the mirror line. -/
def mirrorP : Matrix (Fin 2) (Fin 2) ℤ := !![1, 0; 0, -1]
```

The second linear part exchanges the two basis vectors. It preserves lengths when they are equally long, which is the rhombic lattice, also described as centred rectangular. The mirror line runs along the direction $(1,1)$.

```lean
/-- The reflection that swaps the two lattice basis vectors. -/
def mirrorC : Matrix (Fin 2) (Fin 2) ℤ := !![0, 1; 1, 0]
```

In components, the first operation reads

$$(x_0,x_1)\mapsto(x_0+t_0,\;-x_1+t_1).$$

The proof checks the two components separately. Later proofs use this formula to turn statements about matrices into statements about real numbers.

```lean
/-- The operation with linear part diag(1,-1), in coordinates. -/
theorem seitz_mirrorP (t x : Fin 2 → ℝ) :
    seitz mirrorP t x = ![x 0 + t 0, -x 1 + t 1] := by
  refine funext (Fin.forall_fin_two.2 ⟨?_, ?_⟩) <;>
    simp [seitz, mirrorP]
```

For the swap the corresponding formula is

$$(x_0,x_1)\mapsto(x_1+t_0,\;x_0+t_1).$$

```lean
/-- The operation with the swap as linear part, in coordinates. -/
theorem seitz_mirrorC (t x : Fin 2 → ℝ) :
    seitz mirrorC t x = ![x 1 + t 0, x 0 + t 1] := by
  refine funext (Fin.forall_fin_two.2 ⟨?_, ?_⟩) <;>
    simp [seitz, mirrorC]
```

## Removing the translation means finding a fixed point

For any integer matrix $R$, the translation part can be reduced to zero exactly when some operation $(R,t+n)$, with $n$ a lattice vector, leaves a point fixed.

Suppose first that a shift $s$ does the reduction. Setting $x=0$ in the definition gives $-Rs+t+s=n$, which is the same as

$$R(-s)+t-n=-s.$$

So $-s$ is fixed by $(R,t)$ followed by the translation $-n$.

Conversely, let $Ry+t+n=y$. Take $y$ as the new origin, that is, $s=-y$. Then

$$R(x+y)+t-y = Rx + (Ry+t-y) = Rx - n,$$

which is $(R,0)$ followed by a lattice translation.

The Lean proof has these two halves. In each it supplies the vectors just found, compares one component at a time, expands the matrix products by linearity and leaves the linear arithmetic to `linarith`. The square condition is not needed here.

```lean
/-- An origin shift reduces t to zero modulo the lattice exactly when (R,t), followed by
some lattice translation, has a fixed point. -/
theorem originEquiv_zero_iff_fixed_point (R : Matrix (Fin 2) (Fin 2) ℤ) (t : Fin 2 → ℝ) :
    OriginEquiv R t 0 ↔
      ∃ (n : Fin 2 → ℤ) (x : Fin 2 → ℝ), seitz R t x + latticeVec n = x := by
  constructor
  · rintro ⟨s, n, h⟩
    refine ⟨-n, -s, funext fun i => ?_⟩
    have h0 := congrFun (h 0) i
    simp only [seitz, latticeVec, Matrix.mulVec_sub, Matrix.mulVec_neg, Matrix.mulVec_zero,
      Pi.add_apply, Pi.sub_apply, Pi.neg_apply, Pi.zero_apply, Int.cast_neg] at h0 ⊢
    linarith
  · rintro ⟨n, y, h⟩
    -- the fixed point becomes the new origin
    refine ⟨-y, -n, fun x => funext fun i => ?_⟩
    have h0 := congrFun h i
    simp only [seitz, latticeVec, Matrix.mulVec_sub, Matrix.mulVec_neg,
      Pi.add_apply, Pi.sub_apply, Pi.neg_apply, Pi.zero_apply, Int.cast_neg] at h0 ⊢
    linarith
```

## Mirror or glide on the rectangular lattice

Let $R=\mathrm{diag}(1,-1)$. Then

$$Rt+t=(2t_0,0),\qquad s-Rs=(0,2s_1).$$

The square condition makes $2t_0$ an integer, $n_0$. The second formula shows what a shift can do: it changes $t_1$ by any amount and never touches $t_0$. Choosing $s=(0,-t_1/2)$ removes $t_1$, and the parity of $n_0$ settles the rest:

- If $n_0=2k$, then $t_0=k$, and the shifted translation part is $(0,0)+(k,0)$.
- If $n_0=2k+1$, then $t_0=k+\tfrac12$, and the shifted translation part is $(\tfrac12,0)+(k,0)$.

The two outcomes exclude each other. If $t$ were equivalent to both, the first component would give $t_0=n_0$ and $t_0=\tfrac12+m_0$ with integers $n_0$ and $m_0$ taken from the two equivalences. Then $2n_0=2m_0+1$, an even number equal to an odd one.

The theorem states this as a conjunction: at least one of the two reductions exists, and not both. In the formal statement, `0` is the zero vector and `![1 / 2, 0]` is the vector $(\tfrac12,0)$. The proof reads off $2t_0=n_0$ by evaluating the square condition at $x=0$, splits on parity with `Int.even_or_odd'`, and gives the shift and the lattice vector explicitly in each case. For the exclusion, `exact_mod_cast` carries the equation from the reals back to the integers, where `omega` finds the contradiction.

The first outcome is the plane group pm and the second is pg, when the operation and the lattice translations together generate the whole symmetry group.

```lean
/-- If an operation with linear part diag(1,-1) squares to a lattice translation, an origin
shift reduces its translation part to (0,0) or (1/2,0), and never to both. -/
theorem mirrorP_pm_or_pg (t : Fin 2 → ℝ) (h : SquaresToLattice mirrorP t) :
    (OriginEquiv mirrorP t 0 ∨ OriginEquiv mirrorP t ![1 / 2, 0]) ∧
      ¬ (OriginEquiv mirrorP t 0 ∧ OriginEquiv mirrorP t ![1 / 2, 0]) := by
  constructor
  · obtain ⟨n, hn⟩ := h
    have h0 := congrFun (hn 0) 0
    simp [seitz_mirrorP, latticeVec] at h0
    -- the parity of 2 t₀ decides between mirror and glide
    obtain ⟨k, hk | hk⟩ := Int.even_or_odd' (n 0)
    · have hk' : (n 0 : ℝ) = 2 * k := by exact_mod_cast hk
      refine Or.inl ⟨![0, -t 1 / 2], ![k, 0], fun x =>
        funext (Fin.forall_fin_two.2 ⟨?_, ?_⟩)⟩ <;>
        simp [seitz_mirrorP, latticeVec, Matrix.vecHead, Matrix.vecTail] <;> linarith
    · have hk' : (n 0 : ℝ) = 2 * k + 1 := by exact_mod_cast hk
      refine Or.inr ⟨![0, -t 1 / 2], ![k, 0], fun x =>
        funext (Fin.forall_fin_two.2 ⟨?_, ?_⟩)⟩ <;>
        simp [seitz_mirrorP, latticeVec, Matrix.vecHead, Matrix.vecTail] <;> linarith
  · -- t₀ modulo 1 is unchanged by every origin shift
    rintro ⟨⟨s, n, hs⟩, ⟨r, m, hr⟩⟩
    have h1 := congrFun (hs 0) 0
    have h2 := congrFun (hr 0) 0
    simp [seitz_mirrorP, latticeVec] at h1 h2
    have h3 : (2 * n 0 : ℝ) = 2 * m 0 + 1 := by linarith
    have h4 : 2 * n 0 = 2 * m 0 + 1 := by exact_mod_cast h3
    omega
```

## The swap always reduces to a mirror

For the swap,

$$Rt+t=(t_0+t_1,\;t_0+t_1),\qquad s-Rs=(s_0-s_1,\;s_1-s_0).$$

The square condition now makes $t_0+t_1$ an integer, $n_0$. The shift $s=(-t_0,0)$ changes the translation part to

$$(t_0,t_1)+(-t_0,t_0)=(0,\;t_0+t_1)=(0,n_0),$$

which is a lattice vector. Every admissible $t$ is therefore equivalent to zero, and there is one case where the rectangular lattice had two. The corresponding plane group is cm. The proof supplies this shift and the lattice vector $(0,n_0)$. The first component then agrees after simplification, and the second follows from $t_0+t_1=n_0$.

```lean
/-- If an operation with the swap as linear part squares to a lattice translation, an origin
shift reduces its translation part to zero. -/
theorem mirrorC_cm (t : Fin 2 → ℝ) (h : SquaresToLattice mirrorC t) :
    OriginEquiv mirrorC t 0 := by
  obtain ⟨n, hn⟩ := h
  have h0 := congrFun (hn 0) 0
  simp [seitz_mirrorC, latticeVec] at h0
  refine ⟨![-t 0, 0], ![0, n 0], fun x => funext (Fin.forall_fin_two.2 ⟨?_, ?_⟩)⟩ <;>
    simp [seitz_mirrorC, latticeVec, Matrix.vecHead, Matrix.vecTail]
  linarith
```

## The glides in pg and cm

The representative $(\tfrac12,0)$ does satisfy the square condition: applying the operation twice gives the translation $(1,0)$. A fixed point of the operation followed by a lattice translation $n$ would require, in the first component,

$$x_0+\tfrac12+n_0=x_0,$$

and hence $2n_0=-1$, which no integer satisfies. So no operation in this coset is a mirror, whichever lattice translation is added. In pm, by contrast, the fixed-point criterion guarantees an operation that leaves a point in place.

For non-interacting, spinless electrons in a two-dimensional pg crystal, band theory then gives the glide eigenvalues $\pm e^{i\kappa/2}$ on Bloch states whose wave vector it preserves, where $e^{i\kappa}$ is the eigenvalue of the translation $(1,0)$; a mirror has eigenvalues $\pm1$.

The Lean theorem covers the square condition and the absence of fixed points, not the electron eigenvalues. Its proof treats these two parts in turn, and the second again ends with an integer parity contradiction.

```lean
/-- The operation (diag(1,-1),(1/2,0)) squares to a lattice translation, yet neither it nor
its product with any lattice translation has a fixed point. -/
theorem pg_no_fixed_point :
    SquaresToLattice mirrorP ![1 / 2, 0] ∧
      ∀ (n : Fin 2 → ℤ) (x : Fin 2 → ℝ),
        seitz mirrorP ![1 / 2, 0] x + latticeVec n ≠ x := by
  constructor
  · refine ⟨![1, 0], fun x => funext (Fin.forall_fin_two.2 ⟨?_, ?_⟩)⟩ <;>
      simp [seitz_mirrorP, latticeVec]
    linarith
  · intro n x h
    have h0 := congrFun h 0
    simp [seitz_mirrorP, latticeVec] at h0
    have h1 : (2 * n 0 : ℝ) = -1 := by linarith
    have h2 : 2 * n 0 = -1 := by exact_mod_cast h1
    omega
```

That the swap reduces to a mirror does not mean that all operations in its coset are mirrors. Follow the swap by the lattice translation $(1,0)$:

$$(x_0,x_1)\mapsto(x_1+1,\;x_0).$$

A fixed point would need $x_0=x_1+1$ and $x_1=x_0$ at once, which is impossible. Applied twice, the operation gives $(x_0+1,x_1+1)$, the translation by $(1,1)$. It is a glide along the mirror direction by $(\tfrac12,\tfrac12)$, half of a lattice vector and not itself a lattice vector. This is the glide that accompanies the mirrors in cm. A pm mirror followed by the translation $(1,0)$ has no fixed point either, but there the translation along the mirror line is a full lattice vector.

```lean
/-- The swap followed by the lattice translation (1,0) has no fixed point, and its square is
the translation by (1,1). -/
theorem cm_contains_glide (x : Fin 2 → ℝ) :
    seitz mirrorC ![1, 0] x ≠ x ∧
      seitz mirrorC ![1, 0] (seitz mirrorC ![1, 0] x) = x + latticeVec ![1, 1] := by
  constructor
  · intro h
    have h0 := congrFun h 0
    have h1 := congrFun h 1
    simp [seitz_mirrorC] at h0 h1
    linarith
  · refine funext (Fin.forall_fin_two.2 ⟨?_, ?_⟩) <;>
      simp [seitz_mirrorC, latticeVec]
```

## Two arithmetic classes

Both matrices describe a reflection, so one may ask whether they are the same operation written in two lattice bases. A change of lattice basis is an integer matrix $P$ with determinant $\pm1$, and it would have to satisfy $PR_P=R_CP$, where $R_P=\mathrm{diag}(1,-1)$ and $R_C$ is the swap. Comparing the first rows gives

$$P_{00}=P_{10},\qquad -P_{01}=P_{11},$$

and therefore

$$\det P = P_{00}P_{11}-P_{01}P_{10} = -2\,P_{00}P_{01}.$$

The determinant is even, so it cannot be $\pm1$. The two reflections belong to different arithmetic classes.

With $P_{00}=P_{01}=1$ one obtains an integer matrix that does satisfy the relation, with determinant $-2$. Its columns $(1,1)$ and $(1,-1)$ span the centred rectangular cell, which has twice the area of the primitive one. Over the rational numbers this matrix is invertible, so the two reflections agree once the lattice is ignored.

In Lean, `IsUnit P.det` expresses the determinant condition, since the only units among the integers are $1$ and $-1$. The proof extracts the two equations `h0` and `h1` from the first row, derives the determinant formula, and excludes both signs with `omega`. The intertwining relation for the explicit matrix is checked entry by entry.

```lean
/-- No change of lattice basis carries diag(1,-1) into the swap, although an integer matrix
of determinant -2 intertwines them. -/
theorem arithmetic_classes_differ :
    (¬ ∃ P : Matrix (Fin 2) (Fin 2) ℤ, IsUnit P.det ∧ P * mirrorP = mirrorC * P) ∧
      (!![1, 1; 1, -1] : Matrix (Fin 2) (Fin 2) ℤ).det = -2 ∧
      !![1, 1; 1, -1] * mirrorP = mirrorC * !![1, 1; 1, -1] := by
  refine ⟨?_, by simp [Matrix.det_fin_two], ?_⟩
  · rintro ⟨P, hu, h⟩
    have h0 := congrFun (congrFun h 0) 0
    have h1 := congrFun (congrFun h 0) 1
    simp [mirrorP, mirrorC, Matrix.mul_apply, Fin.sum_univ_two] at h0 h1
    -- every integer intertwiner has even determinant
    have hd : P.det = -2 * (P 0 0 * P 0 1) := by
      rw [Matrix.det_fin_two, ← h0, ← h1]
      ring
    rcases Int.isUnit_iff.1 hu with h2 | h2 <;> omega
  · ext i j
    fin_cases i <;> fin_cases j <;>
      simp [mirrorP, mirrorC, Matrix.mul_apply, Fin.sum_univ_two]

end

end PlaneReflectionClasses
```

The fixed-point criterion holds for every integer matrix. The reductions to pm, pg and cm are stated for two particular matrices, so applying them to a two-dimensional crystal starts from a primitive basis in which its reflection takes one of these two forms. That such a basis always exists is not proved here.

```lean
#print axioms PlaneReflectionClasses.originEquiv_zero_iff_fixed_point
-- 'PlaneReflectionClasses.originEquiv_zero_iff_fixed_point' depends on axioms: [propext, Classical.choice, Quot.sound]
#print axioms PlaneReflectionClasses.mirrorP_pm_or_pg
-- 'PlaneReflectionClasses.mirrorP_pm_or_pg' depends on axioms: [propext, Classical.choice, Quot.sound]
#print axioms PlaneReflectionClasses.cm_contains_glide
-- 'PlaneReflectionClasses.cm_contains_glide' depends on axioms: [propext, Classical.choice, Quot.sound]
#print axioms PlaneReflectionClasses.arithmetic_classes_differ
-- 'PlaneReflectionClasses.arithmetic_classes_differ' depends on axioms: [propext, Classical.choice, Quot.sound]
```
